# \(N\) equally spaced spinors once around a massless Dirac cone: overlap product \(-(\cos(\pi/N))^N\), and Berry phase \(\pi\) for \(N\ge 3\)

## Hamiltonian, spinors and phase convention

Vectors are complex, and the inner product \(\langle a,b\rangle=\sum_i a_i^*b_i\) is conjugate-linear in its first argument. In Lean it is `star a ⬝ᵥ b`. Angles and energies are real numbers, embedded in the complex numbers where needed.

```lean
import Mathlib

open Matrix Filter Topology
open scoped Real

namespace DiracConeBerryPhase

noncomputable section
```

Let \((k_x,k_y)\) be the wave vector measured from the Dirac point, \(\sigma_x,\sigma_y\) the Pauli matrices, and \(w=\hbar v\) with \(v\) the band velocity. The non-interacting two-band model is

\[
H=w(k_x\sigma_x+k_y\sigma_y)=w\begin{pmatrix}0&k_x-ik_y\\k_x+ik_y&0\end{pmatrix}.
\]

It has no mass term and no warping.

```lean
/-- The Hamiltonian `w (kx σx + ky σy)` of a massless Dirac cone, where `w` is `ħ` times the
velocity. -/
def diracHamiltonian (w kx ky : ℝ) : Matrix (Fin 2) (Fin 2) ℂ :=
  !![0, (w : ℂ) * ((kx : ℂ) - (ky : ℂ) * Complex.I);
     (w : ℂ) * ((kx : ℂ) + (ky : ℂ) * Complex.I), 0]
```

At polar angle \(\varphi\) the normalised spinor is

\[
u(\varphi)=\frac{1}{\sqrt2}\begin{pmatrix}1\\e^{i\varphi}\end{pmatrix}.
\]

```lean
/-- The spinor `(1, exp (i φ)) / √2` at polar angle `φ` around the cone. -/
def coneSpinor (φ : ℝ) : Fin 2 → ℂ :=
  ((1 / √2 : ℝ) : ℂ) • ![1, Complex.exp ((φ : ℂ) * Complex.I)]
```

A loop of \(N\ge1\) equal steps samples this spinor at \(\varphi=2\pi k/N\), giving \(u_k\). Here \(k\) is an integer index; in the statements about energy, \(k\) is the length of the wave vector.

```lean
/-- The `k`-th of the spinors at the angles `2 π k / N` around the cone, for `N ≥ 1`. -/
def coneLoop (N k : ℕ) : Fin 2 → ℂ := coneSpinor (2 * π * (k : ℝ) / (N : ℝ))
```

For any sequence of vectors \(u_0,u_1,\dots\) with finitely many components, the overlap product is

\[
P_N=\prod_{k=0}^{N-1}\langle u_k,u_{k+1}\rangle .
\]

The last factor contains \(u_N\), so \(P_N\) describes a closed loop when \(u_N=u_0\). The definition does not impose this condition; it is proved below for the cone.

```lean
/-- The product of the overlaps `⟨u k, u (k + 1)⟩` over `k = 0, ..., N - 1`. -/
def loopProduct {ι : Type*} [Fintype ι] (u : ℕ → ι → ℂ) (N : ℕ) : ℂ :=
  ∏ k ∈ Finset.range N, star (u k) ⬝ᵥ u (k + 1)
```

The discrete Berry phase is \(\gamma=\arg(P_N^*)\), taken in \((-\pi,\pi]\). It equals \(-\arg P_N\) modulo \(2\pi\). If \(P_N=0\) there is no phase to speak of, although Lean's `Complex.arg` still returns the number 0.

```lean
/-- The discrete Berry phase in `(-π, π]`: minus the phase of the overlap product, modulo `2 π`. It
is meaningful for a closed loop, `u N = u 0`, whose overlap product is nonzero. -/
def berryPhase {ι : Type*} [Fintype ι] (u : ℕ → ι → ℂ) (N : ℕ) : ℝ :=
  Complex.arg (star (loopProduct u N))
```

The last definition is a semiclassical quantisation condition. In a magnetic field \(B\) perpendicular to the \((k_x,k_y)\) plane, an electron moves on a closed orbit of area \(S\) in wave-vector space. With magnetic length \(\ell\), where \(\ell^2=\hbar/(eB)\) for carriers of charge magnitude \(e\), Onsager's rule reads

\[
S\ell^2=2\pi\left(n+\frac12-\frac{\gamma}{2\pi}\right),\qquad n=0,1,2,\dots
\]

It expresses the requirement that the wave be single-valued after one circuit: the \(1/2\) comes from the turning points, and \(\gamma\) from the change of the spinor along the orbit. The rule is postulated here, not derived from a Hamiltonian with a magnetic field. In this form it leaves out the orbital magnetic moment of the band states, which vanishes on the massless cone away from the Dirac point, but not when a mass term opens a gap.

```lean
/-- Onsager's rule `S ℓ² = 2 π (n + 1/2 - γ / 2π)` for an orbit of area `S` in wave-vector space,
with magnetic length `ℓ` and Berry phase `γ`. -/
def OnsagerRule (S ℓ γ : ℝ) (n : ℕ) : Prop :=
  S * ℓ ^ 2 = 2 * π * ((n : ℝ) + 1 / 2 - γ / (2 * π))
```

## The spinor follows the energy band

At the wave vector \(k(\cos\varphi,\sin\varphi)\) the off-diagonal entries of \(H\) are \(wke^{\mp i\varphi}\), so

\[
H\begin{pmatrix}1\\e^{i\varphi}\end{pmatrix}
=wk\begin{pmatrix}e^{-i\varphi}e^{i\varphi}\\e^{i\varphi}\end{pmatrix}
=wk\begin{pmatrix}1\\e^{i\varphi}\end{pmatrix}.
\]

For positive \(w\) and \(k\) this is the upper band. The proof checks the two components separately. The first uses \(\cos^2\varphi+\sin^2\varphi=1\) and \(i^2=-1\), the second is Euler's formula, and the factor \(1/\sqrt2\) is restored at the end.

```lean
/-- The cone spinor at angle `φ` is an eigenvector of the Dirac Hamiltonian at the wave vector
`k (cos φ, sin φ)`, with energy `w k`. -/
theorem coneSpinor_eigenvector (w k φ : ℝ) :
    diracHamiltonian w (k * Real.cos φ) (k * Real.sin φ) *ᵥ coneSpinor φ
      = ((w * k : ℝ) : ℂ) • coneSpinor φ := by
  have h : diracHamiltonian w (k * Real.cos φ) (k * Real.sin φ) *ᵥ
      ![1, Complex.exp ((φ : ℂ) * Complex.I)]
      = ((w * k : ℝ) : ℂ) • ![1, Complex.exp ((φ : ℂ) * Complex.I)] := by
    funext i
    revert i
    rw [Fin.forall_fin_two]
    constructor
    · simp only [Matrix.mulVec, dotProduct, Fin.sum_univ_two, Pi.smul_apply, smul_eq_mul]
      change (0 : ℂ) * 1 + (w : ℂ) * (((k * Real.cos φ : ℝ) : ℂ)
        - ((k * Real.sin φ : ℝ) : ℂ) * Complex.I) * Complex.exp ((φ : ℂ) * Complex.I)
        = ((w * k : ℝ) : ℂ) * 1
      rw [Complex.exp_mul_I]
      push_cast
      linear_combination (w : ℂ) * k * Complex.sin_sq_add_cos_sq (φ : ℂ)
        - (w : ℂ) * k * Complex.sin (φ : ℂ) ^ 2 * Complex.I_sq
    · simp only [Matrix.mulVec, dotProduct, Fin.sum_univ_two, Pi.smul_apply, smul_eq_mul]
      change (w : ℂ) * (((k * Real.cos φ : ℝ) : ℂ)
        + ((k * Real.sin φ : ℝ) : ℂ) * Complex.I) * 1
        + 0 * Complex.exp ((φ : ℂ) * Complex.I)
        = ((w * k : ℝ) : ℂ) * Complex.exp ((φ : ℂ) * Complex.I)
      rw [Complex.exp_mul_I]
      push_cast
      ring
  rw [coneSpinor, Matrix.mulVec_smul, h, smul_comm]
```

After \(N\) steps the angle is \(2\pi\), and \(e^{2\pi i}=1\) gives \(u_N=u_0\).

```lean
/-- For `N ≥ 1` the loop of spinors closes: the `N`-th spinor is the initial one. -/
theorem coneLoop_closed {N : ℕ} (hN : N ≠ 0) : coneLoop N N = coneLoop N 0 := by
  have hN' : (N : ℝ) ≠ 0 := Nat.cast_ne_zero.2 hN
  have h1 : 2 * π * (N : ℝ) / (N : ℝ) = 2 * π := by field_simp
  have h2 : Complex.exp (((2 * π : ℝ) : ℂ) * Complex.I) = 1 := by
    push_cast
    exact Complex.exp_two_pi_mul_I
  unfold coneLoop coneSpinor
  rw [h1, h2]
  simp
```

## Arbitrary phases of the states drop out

Replace each \(u_k\) by \(c_ku_k\) with \(|c_k|=1\) and \(c_N=c_0\). The product acquires the factor

\[
\prod_{k=0}^{N-1}c_k^*c_{k+1}
=\prod_{k=0}^{N-1}c_k^*\prod_{k=0}^{N-1}c_{k+1}
=\prod_{k=0}^{N-1}|c_k|^2=1 .
\]

The middle step uses periodicity: the shifted product contains \(c_N\) in place of \(c_0\). In the proof, `hshift` obtains this by splitting \(c_0c_1\cdots c_N\) at either end and cancelling \(c_0\), and `hone` is the product of the unit moduli.

In electronic-structure calculations, where a diagonaliser returns each eigenvector with an arbitrary phase, this invariance is what gives an overlap product for a single band, non-degenerate at every point of a finite closed mesh, a definite value, provided the first vector is used again at the end.

```lean
/-- The overlap product does not change when the states are multiplied by phases `c k` that
return to their initial value after `N` steps. -/
theorem loopProduct_gauge {ι : Type*} [Fintype ι] (u : ℕ → ι → ℂ) (c : ℕ → ℂ) (N : ℕ)
    (hc : ∀ k, ‖c k‖ = 1) (hN : c N = c 0) :
    loopProduct (fun k => c k • u k) N = loopProduct u N := by
  have h0 : c 0 ≠ 0 := by
    intro h
    have h' := hc 0
    rw [h, norm_zero] at h'
    exact zero_ne_one h'
  -- shifting the index by one permutes the phases around the loop
  have hshift : ∏ k ∈ Finset.range N, c (k + 1) = ∏ k ∈ Finset.range N, c k := by
    have h := (Finset.prod_range_succ' c N).symm.trans (Finset.prod_range_succ c N)
    rw [hN] at h
    exact mul_right_cancel₀ h0 h
  have hone : (∏ k ∈ Finset.range N, star (c k)) * ∏ k ∈ Finset.range N, c k = 1 := by
    rw [← Finset.prod_mul_distrib]
    refine Finset.prod_eq_one fun k _ => ?_
    rw [Complex.star_def, ← Complex.normSq_eq_conj_mul_self, Complex.normSq_eq_norm_sq, hc]
    norm_num
  unfold loopProduct
  simp only [star_smul, smul_dotProduct, dotProduct_smul, smul_eq_mul,
    Finset.prod_mul_distrib, hshift]
  linear_combination (∏ k ∈ Finset.range N, star (u k) ⬝ᵥ u (k + 1)) * hone
```

## One overlap gives half the angle

Let \(\delta=\varphi'-\varphi\). Taking out half of the relative phase gives

\[
\langle u(\varphi),u(\varphi')\rangle
=\frac{1+e^{i\delta}}2
=e^{i\delta/2}\,\frac{e^{-i\delta/2}+e^{i\delta/2}}2
=e^{i\delta/2}\cos\frac\delta2 .
\]

In the proof, `hs` is \((1/\sqrt2)^2=1/2\), `h1` splits \(e^{i\delta}\) into two equal factors, and `h2` says that \(e^{i\delta/2}\) and \(e^{-i\delta/2}\) multiply to 1. The final `linear_combination` assembles them.

```lean
/-- The overlap of the cone spinors at `φ` (conjugated) and `φ'` is `exp (i δ/2) cos (δ/2)`, where
`δ = φ' - φ`. -/
theorem coneSpinor_overlap (φ φ' : ℝ) :
    star (coneSpinor φ) ⬝ᵥ coneSpinor φ'
      = Complex.exp ((((φ' - φ) / 2 : ℝ) : ℂ) * Complex.I)
        * ((Real.cos ((φ' - φ) / 2) : ℝ) : ℂ) := by
  have hs : ((1 / √2 : ℝ) : ℂ) * ((1 / √2 : ℝ) : ℂ) = 1 / 2 := by
    have h : 1 / √2 * (1 / √2) = (1 / 2 : ℝ) := by
      rw [div_mul_div_comm, Real.mul_self_sqrt (by norm_num)]
      norm_num
    rw [← Complex.ofReal_mul, h]
    norm_num
  have hr : star ((1 / √2 : ℝ) : ℂ) = ((1 / √2 : ℝ) : ℂ) := Complex.conj_ofReal _
  have hc : star (Complex.exp ((φ : ℂ) * Complex.I)) = Complex.exp (-((φ : ℂ) * Complex.I)) := by
    rw [Complex.star_def, ← Complex.exp_conj]
    simp
  -- the relative phase is split into two equal halves
  have h1 : Complex.exp (-((φ : ℂ) * Complex.I)) * Complex.exp ((φ' : ℂ) * Complex.I)
      = Complex.exp ((((φ' - φ) / 2 : ℝ) : ℂ) * Complex.I)
        * Complex.exp ((((φ' - φ) / 2 : ℝ) : ℂ) * Complex.I) := by
    rw [← Complex.exp_add, ← Complex.exp_add]
    congr 1
    push_cast
    ring
  have h2 : Complex.exp ((((φ' - φ) / 2 : ℝ) : ℂ) * Complex.I)
      * Complex.exp (-(((φ' - φ) / 2 : ℝ) : ℂ) * Complex.I) = 1 := by
    rw [← Complex.exp_add, neg_mul, add_neg_cancel, Complex.exp_zero]
  rw [Complex.ofReal_cos, Complex.cos]
  simp only [dotProduct, Fin.sum_univ_two]
  change star (((1 / √2 : ℝ) : ℂ) * 1) * (((1 / √2 : ℝ) : ℂ) * 1)
    + star (((1 / √2 : ℝ) : ℂ) * Complex.exp ((φ : ℂ) * Complex.I))
      * (((1 / √2 : ℝ) : ℂ) * Complex.exp ((φ' : ℂ) * Complex.I)) = _
  simp only [star_mul', star_one, hc, hr]
  linear_combination (1 + Complex.exp (-((φ : ℂ) * Complex.I))
    * Complex.exp ((φ' : ℂ) * Complex.I)) * hs + (1 / 2) * h1 - (1 / 2) * h2
```

## The half angles add up to \(\pi\)

Around the loop every step has \(\delta=2\pi/N\), so all \(N\) overlaps are equal:

\[
P_N=\left(e^{i\pi/N}\cos\frac\pi N\right)^N
=e^{i\pi}\left(\cos\frac\pi N\right)^N
=-\left(\cos\frac\pi N\right)^N .
\]

The minus sign stands outside the power, in Lean as in the formula. The steps `hstep` and `hphase` are the common value of the overlaps and the sum of their phases.

The identity holds for every \(N\ge1\), including two cases with no Berry phase of \(\pi\). For \(N=1\) the single overlap is that of a spinor with itself, and \(P_1=1\). For \(N=2\) the two spinors are orthogonal, and \(P_2=0\).

```lean
/-- For `N ≥ 1` the overlap product around the Dirac cone equals `-(cos (π/N))^N`. -/
theorem loopProduct_cone {N : ℕ} (hN : N ≠ 0) :
    loopProduct (coneLoop N) N = ((-(Real.cos (π / N)) ^ N : ℝ) : ℂ) := by
  have hN' : (N : ℂ) ≠ 0 := Nat.cast_ne_zero.2 hN
  have hstep : ∀ k ∈ Finset.range N, star (coneLoop N k) ⬝ᵥ coneLoop N (k + 1)
      = Complex.exp (((π / N : ℝ) : ℂ) * Complex.I) * ((Real.cos (π / N) : ℝ) : ℂ) := by
    intro k _
    have h : (2 * π * ((k + 1 : ℕ) : ℝ) / (N : ℝ) - 2 * π * (k : ℝ) / (N : ℝ)) / 2
        = π / N := by
      push_cast
      ring
    unfold coneLoop
    rw [coneSpinor_overlap, h]
  -- the `N` half-angle phases add up to `π`
  have hphase : (N : ℂ) * (((π / N : ℝ) : ℂ) * Complex.I) = (π : ℂ) * Complex.I := by
    push_cast
    field_simp
  rw [loopProduct, Finset.prod_congr rfl hstep, Finset.prod_const, Finset.card_range, mul_pow,
    ← Complex.exp_nat_mul, hphase, Complex.exp_pi_mul_I]
  push_cast
  ring
```

## Distance from \(-1\)

Write \(c=\cos(\pi/N)\). Since \(|c|\le1\), we have \(c^N\le1\), and therefore \(|P_N+1|=1-c^N\). Bernoulli's inequality \((1+a)^N\ge1+Na\), valid for \(a\ge-2\), is applied with \(a=c-1\). Together with \(\cos x\ge1-x^2/2\) it gives

\[
1-c^N\le N(1-c)\le N\,\frac{\pi^2}{2N^2}=\frac{\pi^2}{2N}.
\]

These two inequalities are `hB` and `hcos` in the proof.

```lean
/-- For `N ≥ 1` the overlap product differs from `-1` by at most `π² / (2 N)`. -/
theorem loopProduct_cone_error {N : ℕ} (hN : N ≠ 0) :
    ‖loopProduct (coneLoop N) N - (-1)‖ ≤ π ^ 2 / 2 / N := by
  have hN' : (N : ℝ) ≠ 0 := Nat.cast_ne_zero.2 hN
  have hle : Real.cos (π / N) ^ N ≤ 1 := by
    refine (le_abs_self _).trans ?_
    rw [abs_pow]
    exact pow_le_one₀ (abs_nonneg _) (Real.abs_cos_le_one _)
  -- Bernoulli's inequality together with the quadratic bound on the cosine
  have hB := one_add_mul_le_pow (a := Real.cos (π / N) - 1)
    (by linarith [Real.neg_one_le_cos (π / N)]) N
  rw [add_sub_cancel] at hB
  have hcos : 1 - (π / N) ^ 2 / 2 ≤ Real.cos (π / N) := Real.one_sub_sq_div_two_le_cos
  have hmul := mul_le_mul_of_nonneg_left hcos (Nat.cast_nonneg (α := ℝ) N)
  have hid : (N : ℝ) * ((π / N) ^ 2 / 2) = π ^ 2 / 2 / N := by field_simp
  have heq : loopProduct (coneLoop N) N - (-1) = ((1 - Real.cos (π / N) ^ N : ℝ) : ℂ) := by
    rw [loopProduct_cone hN]
    push_cast
    ring
  rw [heq, Complex.norm_real, Real.norm_of_nonneg (by linarith)]
  linarith
```

The bound tends to zero, so \(P_N\to-1\). The Lean proof is the same squeeze between 0 and \(\pi^2/(2N)\), applied from \(N=1\) onwards.

```lean
/-- The overlap product around the Dirac cone tends to `-1` as the loop is refined. -/
theorem loopProduct_cone_tendsto :
    Tendsto (fun N : ℕ => loopProduct (coneLoop N) N) atTop (𝓝 (-1)) := by
  rw [tendsto_iff_norm_sub_tendsto_zero]
  refine squeeze_zero' (Eventually.of_forall fun N => norm_nonneg _) ?_
    (tendsto_const_div_atTop_nhds_zero_nat (π ^ 2 / 2))
  filter_upwards [eventually_ne_atTop 0] with N hN
  exact loopProduct_cone_error hN
```

## The phase is exact on a finite loop

For \(N\ge3\) we have \(0<\pi/N<\pi/2\), so \(\cos(\pi/N)>0\) and \(P_N\) is a negative real number. Conjugation leaves it unchanged, and its argument in \((-\pi,\pi]\) is \(\pi\):

\[
\gamma=\pi\qquad(N\ge3).
\]

The discretisation reduces only the modulus of \(P_N\), which reaches 1 in the limit; the phase already has its final value with three spinors. This is proved for equally spaced angles.

```lean
/-- With `N ≥ 3` spinors around the Dirac cone the discrete Berry phase is exactly `π`. -/
theorem berryPhase_cone {N : ℕ} (hN : 3 ≤ N) : berryPhase (coneLoop N) N = π := by
  have h3 : (3 : ℝ) ≤ N := by exact_mod_cast hN
  have hpos : 0 < (N : ℝ) := by linarith
  have hlt : π / N < π / 2 := by
    rw [div_lt_div_iff₀ hpos two_pos]
    nlinarith [Real.pi_pos]
  have h0 : 0 < π / N := div_pos Real.pi_pos hpos
  have hcos : 0 < Real.cos (π / N) :=
    Real.cos_pos_of_mem_Ioo ⟨by linarith [Real.pi_pos], hlt⟩
  rw [berryPhase, loopProduct_cone (by omega), Complex.star_def, Complex.conj_ofReal]
  exact Complex.arg_ofReal_of_neg (neg_neg_of_pos (pow_pos hcos N))
```

## The offset \(1/2\) cancels

A circular orbit of radius \(k\ge0\) has area \(S=\pi k^2\). With \(\gamma=\pi\), Onsager's rule becomes

\[
\pi k^2\ell^2=2\pi\left(n+\frac12-\frac12\right)=2\pi n,
\qquad\text{so}\qquad (k\ell)^2=2n .
\]

Because \(k\ell\ge0\), this is equivalent to \(k\ell=\sqrt{2n}\). Multiplying by \(w/\ell\), with \(w,\ell>0\), gives the energy

\[
wk=\frac{w\sqrt{2n}}{\ell}.
\]

Each step can be reversed, and the theorem is accordingly an equivalence. Its two directions in Lean take the square root and square it again; the converse first cancels \(w\).

The choice of \(\pi\) over \(-\pi\) for the phase fixes the labelling: \(\gamma=-\pi\) would replace \(n\) by \(n+1\) in the rule. At \(n=0\) the orbit shrinks to the Dirac point, where the two bands touch and no loop remains, so the zero-energy level comes from extending the rule to zero area.

These energies have the form of the non-negative Landau levels of an ideal massless cone, growing as \(\sqrt{nB}\). What is established here is their equivalence to the semiclassical rule for this non-interacting model; the spectrum of the Dirac Hamiltonian in a magnetic field is not computed.

```lean
/-- With the Berry phase of `N ≥ 3` cone spinors, a circular orbit of radius `k ≥ 0` obeys
Onsager's rule exactly when its energy `w k` is `w √(2 n) / ℓ`, for positive `w` and `ℓ`. -/
theorem onsager_landau_levels {N : ℕ} (hN : 3 ≤ N) {w k ℓ : ℝ} (hw : 0 < w) (hk : 0 ≤ k)
    (hℓ : 0 < ℓ) (n : ℕ) :
    OnsagerRule (π * k ^ 2) ℓ (berryPhase (coneLoop N) N) n
      ↔ w * k = w * √(2 * (n : ℝ)) / ℓ := by
  have hγ : π / (2 * π) = 1 / 2 := by
    have := Real.pi_ne_zero
    field_simp
  -- the Berry phase removes the offset `1/2`
  rw [OnsagerRule, berryPhase_cone hN, hγ]
  constructor
  · intro h
    have h1 : (k * ℓ) ^ 2 = 2 * (n : ℝ) := by
      apply mul_left_cancel₀ Real.pi_ne_zero
      linear_combination h
    rw [← h1, Real.sqrt_sq (mul_nonneg hk hℓ.le), eq_div_iff hℓ.ne']
    ring
  · intro h
    rw [eq_div_iff hℓ.ne'] at h
    have h1 : k * ℓ = √(2 * (n : ℝ)) := by
      apply mul_left_cancel₀ hw.ne'
      linear_combination h
    have h2 : (√(2 * (n : ℝ))) ^ 2 = 2 * (n : ℝ) := Real.sq_sqrt (by positivity)
    rw [← h1] at h2
    linear_combination π * h2

end

end DiracConeBerryPhase
```

```lean
#print axioms DiracConeBerryPhase.loopProduct_gauge
#print axioms DiracConeBerryPhase.loopProduct_cone_tendsto
#print axioms DiracConeBerryPhase.berryPhase_cone
#print axioms DiracConeBerryPhase.onsager_landau_levels
```

```
'DiracConeBerryPhase.loopProduct_gauge' depends on axioms: [propext, Classical.choice, Quot.sound]
'DiracConeBerryPhase.loopProduct_cone_tendsto' depends on axioms: [propext, Classical.choice, Quot.sound]
'DiracConeBerryPhase.berryPhase_cone' depends on axioms: [propext, Classical.choice, Quot.sound]
'DiracConeBerryPhase.onsager_landau_levels' depends on axioms: [propext, Classical.choice, Quot.sound]
```
